# Along the principal axes of a parabolic valley, the Boltzmann average of v_i v_j is T/m_i for i = j and zero otherwise

How large are the mean products of velocity components for carriers in thermal equilibrium near a band minimum? The answer depends on which states are averaged and how they are weighted. Here the wavevector \(k\) runs over all of \(\mathbb R^d\), the energy is exactly quadratic, and the weight is the classical Boltzmann factor with thermal energy \(T\). Velocity components are taken along the principal axes of the valley. The step from a crystal to this model is the replacement of the occupied band states by a Boltzmann-weighted parabola without a zone boundary. It is a reasonable approximation when the carriers are non-degenerate and stay close to the minimum.

## Energy, velocity and thermal weight

The number of principal axes is \(d\), and Lean labels the axes by `Fin d`. A wavevector is a function `k : Fin d → ℝ`, measured from the valley minimum.

```lean
import Mathlib

open MeasureTheory

namespace ThermalValley

noncomputable section

variable {d : ℕ}
```

Let \(m_i\) be the effective mass along axis \(i\). In units with \(\hbar=1\), and with the energy measured from the minimum,

\[
E(k)=\sum_i \frac{k_i^2}{2m_i}.
\]

```lean
/-- Energy of an ellipsoidal valley with nonzero principal masses `m i`, in units with `ħ = 1`. -/
def energy (m k : Fin d → ℝ) : ℝ := ∑ i, k i ^ 2 / (2 * m i)
```

The velocity component along axis \(i\) is

\[
v_i=\frac{k_i}{m_i}.
\]

```lean
/-- Velocity component along the principal axis `i`, for nonzero mass `m i`. -/
def velocity (m k : Fin d → ℝ) (i : Fin d) : ℝ := k i / m i
```

The letter \(T\) denotes the thermal energy, usually written \(k_{\mathrm B}T\). The weight of a state is

\[
w(k)=e^{-E(k)/T}.
\]

```lean
/-- Boltzmann weight at nonzero temperature `T` (in energy units) and nonzero masses. -/
def weight (m : Fin d → ℝ) (T : ℝ) (k : Fin d → ℝ) : ℝ := Real.exp (-(energy m k / T))
```

The average of an observable \(f\) is the weighted integral divided by the integral of the weight:

\[
\langle f\rangle=\frac{\int f(k)\,w(k)\,d^dk}{\int w(k)\,d^dk}.
\]

A chemical potential would multiply both integrals by the same constant, so it does not appear.

```lean
/-- Boltzmann average of an observable `f` over k-space, for positive masses and temperature. -/
def thermalAverage (m : Fin d → ℝ) (T : ℝ) (f : (Fin d → ℝ) → ℝ) : ℝ :=
  (∫ k, f k * weight m T k) / ∫ k, weight m T k
```

With \(b_l=1/(2m_lT)\), the part of \(v_iv_jw\) that depends on the component \(x=k_l\) is

\[
g_l(x)=\left(\frac{x}{m_l}\right)^{\delta_{li}+\delta_{lj}}e^{-b_lx^2},
\]

where \(\delta\) is the Kronecker symbol and a zeroth power means 1. Lean writes the power as two `if` expressions.

```lean
/-- The part of `v_i v_j exp(-E/T)` that depends on the wavevector component `x` along axis `l`,
for nonzero masses and temperature. -/
def factor (m : Fin d → ℝ) (T : ℝ) (i j l : Fin d) (x : ℝ) : ℝ :=
  (if l = i then x / m l else 1) * (if l = j then x / m l else 1) *
    Real.exp (-(1 / (2 * m l * T)) * x ^ 2)
```

The formula for \(v_i\) agrees with the group velocity. Only the term \(l=i\) of the energy depends on \(k_i\), so

\[
\frac{\partial E}{\partial k_i}=\frac{2k_i}{2m_i}=v_i.
\]

```lean
/-- The velocity is the partial derivative of the valley energy with respect to the wavevector. -/
theorem hasDerivAt_energy (m k : Fin d → ℝ) (i : Fin d) :
    HasDerivAt (fun x => energy m (Function.update k i x)) (velocity m k i) (k i) := by
  have h : ∀ l ∈ (Finset.univ : Finset (Fin d)),
      HasDerivAt (fun x => (Function.update k i x l) ^ 2 / (2 * m l))
        (if l = i then k l / m l else 0) (k i) := by
    intro l _
    by_cases hl : l = i
    · subst hl
      simp only [Function.update_self, ↓reduceIte]
      refine ((hasDerivAt_pow 2 _).div_const _).congr_deriv ?_
      simp only [Nat.cast_ofNat, Nat.reduceSub, pow_one]
      ring
    · simp only [Function.update_of_ne hl, if_neg hl]
      exact hasDerivAt_const _ _
  exact (HasDerivAt.fun_sum h).congr_deriv (by simp [velocity])
```

`Function.update k i x` replaces component \(i\) of \(k\) by \(x\) and leaves the others fixed, which turns the partial derivative into an ordinary one. The proof differentiates each term, separating `l = i` from the constant terms, and then adds the derivatives.

## Gaussian integrals along one axis

The exponential of a sum is a product of exponentials, so the weight separates:

\[
w(k)=\prod_l e^{-b_lk_l^2}.
\]

```lean
/-- The Boltzmann weight is a product of one exponential factor for each principal axis; for
positive masses and temperature these factors are Gaussians. -/
theorem weight_eq_prod (m : Fin d → ℝ) (T : ℝ) (k : Fin d → ℝ) :
    weight m T k = ∏ l, Real.exp (-(1 / (2 * m l * T)) * k l ^ 2) := by
  unfold weight energy
  rw [← Real.exp_sum, Finset.sum_div, ← Finset.sum_neg_distrib]
  congr 1
  exact Finset.sum_congr rfl fun l _ => by ring
```

For any \(b>0\), two total derivatives give the moments that are needed:

\[
\frac{d}{dx}e^{-bx^2}=-2b\,x e^{-bx^2},\qquad
\frac{d}{dx}\left(xe^{-bx^2}\right)=e^{-bx^2}-2b\,x^2e^{-bx^2}.
\]

Both differentiated functions vanish at \(\pm\infty\), so the integrals of the right-hand sides are zero. Hence

\[
\int x e^{-bx^2}dx=0,\qquad
\int x^2e^{-bx^2}dx=\frac1{2b}\int e^{-bx^2}dx.
\]

```lean
/-- For `b > 0` the Gaussian `exp(-b x²)` has zero first moment, and its second moment is
`1/(2b)` times its integral. -/
theorem gaussian_moments {b : ℝ} (hb : 0 < b) :
    (∫ x : ℝ, x * Real.exp (-b * x ^ 2)) = 0 ∧
    (∫ x : ℝ, x ^ 2 * Real.exp (-b * x ^ 2)) =
      1 / (2 * b) * ∫ x : ℝ, Real.exp (-b * x ^ 2) := by
  have hE : ∀ x : ℝ, HasDerivAt (fun x : ℝ => Real.exp (-b * x ^ 2))
      (-2 * b * (x * Real.exp (-b * x ^ 2))) x := fun x => by
    refine (((hasDerivAt_pow 2 x).const_mul (-b)).exp).congr_deriv ?_
    simp only [Nat.cast_ofNat, Nat.reduceSub, pow_one]
    ring
  have i0 := integrable_exp_neg_mul_sq hb
  have i1 := integrable_mul_exp_neg_mul_sq hb
  have i2 : Integrable (fun x : ℝ => x ^ 2 * Real.exp (-b * x ^ 2)) := by
    simpa only [Real.rpow_two] using
      integrable_rpow_mul_exp_neg_mul_sq hb (s := (2 : ℝ)) (by norm_num)
  constructor
  · -- the integrand is a total derivative of the Gaussian
    have h : ∫ x : ℝ, -2 * b * (x * Real.exp (-b * x ^ 2)) = 0 :=
      integral_eq_zero_of_hasDerivAt_of_integrable hE (i1.const_mul _) i0
    rw [integral_const_mul] at h
    exact (mul_eq_zero.mp h).resolve_left (by intro h0; linarith)
  · -- integrate the derivative of `x exp(-b x²)`
    have h : ∫ x : ℝ, (Real.exp (-b * x ^ 2) - 2 * b * (x ^ 2 * Real.exp (-b * x ^ 2))) = 0 :=
      integral_eq_zero_of_hasDerivAt_of_integrable
        (fun x => ((hasDerivAt_id' x).fun_mul (hE x)).congr_deriv (by ring))
        (i0.sub (i2.const_mul _)) i1
    rw [integral_sub i0 (i2.const_mul _), integral_const_mul] at h
    rw [sub_eq_zero.mp h, ← mul_assoc, one_div_mul_cancel (by positivity), one_mul]
```

The facts `i0`, `i1` and `i2` state that the Gaussian times \(1\), \(x\) and \(x^2\) is integrable. They permit the use of `integral_eq_zero_of_hasDerivAt_of_integrable`, which replaces the boundary argument.

## From one axis to d axes

Multiplying the separated weight by \(v_i\) and \(v_j\) changes only the factors of axes \(i\) and \(j\):

\[
v_iv_jw=\prod_l g_l(k_l).
\]

```lean
/-- The weighted velocity product separates into one factor for each principal axis. -/
theorem velocity_mul_weight (m : Fin d → ℝ) (T : ℝ) (i j : Fin d) (k : Fin d → ℝ) :
    velocity m k i * velocity m k j * weight m T k = ∏ l, factor m T i j l (k l) := by
  simp only [factor, Finset.prod_mul_distrib, Finset.prod_ite_eq', Finset.mem_univ,
    ↓reduceIte, weight_eq_prod, velocity]
```

Let the masses and \(T\) be positive, so that every \(b_l>0\). Each \(g_l\) is then a constant times a Gaussian multiplied by \(1\), \(x\) or \(x^2\). It is therefore integrable, and so is the product over the axes.

```lean
/-- For positive masses and temperature, velocity products are integrable against the
Boltzmann weight. -/
theorem integrable_velocity {m : Fin d → ℝ} {T : ℝ} (hm : ∀ i, 0 < m i) (hT : 0 < T)
    (i j : Fin d) :
    Integrable (fun k => velocity m k i * velocity m k j * weight m T k) := by
  simp only [velocity_mul_weight]
  rw [volume_pi]
  refine Integrable.fintype_prod (f := factor m T i j) (fun l => ?_)
  have hb : 0 < 1 / (2 * m l * T) := by have := hm l; positivity
  have i2 := integrable_rpow_mul_exp_neg_mul_sq hb (s := (2 : ℝ)) (by norm_num)
  simp only [Real.rpow_two] at i2
  have i1 := integrable_mul_exp_neg_mul_sq hb
  unfold factor
  by_cases hi : l = i <;> by_cases hj : l = j
  · simp only [if_pos hi, if_pos hj]
    exact (i2.const_mul (1 / m l ^ 2)).congr (.of_forall fun x => by dsimp only; ring)
  · simp only [if_pos hi, if_neg hj]
    exact (i1.const_mul (1 / m l)).congr (.of_forall fun x => by dsimp only; ring)
  · simp only [if_neg hi, if_pos hj]
    exact (i1.const_mul (1 / m l)).congr (.of_forall fun x => by dsimp only; ring)
  · simp only [if_neg hi, if_neg hj, one_mul]
    exact integrable_exp_neg_mul_sq hb
```

The four cases in the proof ask whether axis \(l\) equals \(i\), \(j\), both or neither. Lean gives a non-integrable function the integral zero, so this lemma ensures that the vanishing off-diagonal averages are genuine cancellations.

The masses and \(T\) remain positive in what follows (`hm`, `hT`): the band has a minimum in every direction, not a saddle, and the weight decays. Write \(Z_l\) for the integral of the Gaussian of axis \(l\), and \(Z\) for the integral of \(w\). Then

\[
Z_l=\sqrt{\frac{\pi}{b_l}}=\sqrt{2\pi m_lT},\qquad
Z=\prod_l Z_l>0.
\]

```lean
/-- For positive masses and temperature, the integral of the Boltzmann weight is the product of
`√(2π m_l T)` over the axes, and it is positive. -/
theorem integral_weight {m : Fin d → ℝ} {T : ℝ} (hm : ∀ i, 0 < m i) (hT : 0 < T) :
    (∫ k, weight m T k) = ∏ l, √(2 * Real.pi * m l * T) ∧ 0 < ∫ k, weight m T k := by
  have h : (∫ k, weight m T k) = ∏ l, √(2 * Real.pi * m l * T) := by
    simp only [weight_eq_prod]
    rw [integral_fintype_prod_volume_eq_prod
      (fun (l : Fin d) (x : ℝ) => Real.exp (-(1 / (2 * m l * T)) * x ^ 2))]
    refine Finset.prod_congr rfl fun l _ => ?_
    rw [integral_gaussian, div_div_eq_mul_div]
    congr 1
    ring
  refine ⟨h, ?_⟩
  rw [h]
  exact Finset.prod_pos fun l _ => Real.sqrt_pos.mpr (by have := hm l; positivity)
```

By Fubini's theorem, the integral of \(v_iv_jw\) is the product of the integrals of the \(g_l\). If \(i\ne j\), the factor of axis \(i\) is

\[
\int g_i(x)\,dx=\frac1{m_i}\int xe^{-b_ix^2}dx=0,
\]

and the whole product vanishes. If \(i=j\), axis \(i\) contributes

\[
\int g_i(x)\,dx=\frac1{m_i^2}\,\frac1{2b_i}\,Z_i
=\frac{m_iT}{m_i^2}Z_i=\frac{T}{m_i}Z_i,
\]

while every other axis contributes \(Z_l\). Together,

\[
\int v_iv_jw\,d^dk=\delta_{ij}\frac{T}{m_i}Z.
\]

```lean
/-- For positive masses and temperature, the unnormalised second velocity moment is diagonal,
with entries `T/m_i` times the integral of the Boltzmann weight. -/
theorem velocity_moment {m : Fin d → ℝ} {T : ℝ} (hm : ∀ i, 0 < m i) (hT : 0 < T)
    (i j : Fin d) :
    (∫ k, velocity m k i * velocity m k j * weight m T k) =
      (if i = j then T / m i else 0) * ∫ k, weight m T k := by
  have hb : ∀ l, 0 < 1 / (2 * m l * T) := fun l => by have := hm l; positivity
  have h1 : (∫ k, velocity m k i * velocity m k j * weight m T k) =
      ∏ l, ∫ x, factor m T i j l x := by
    simp only [velocity_mul_weight]
    exact integral_fintype_prod_volume_eq_prod (factor m T i j)
  have h2 : (∫ k, weight m T k) =
      ∏ l, ∫ x : ℝ, Real.exp (-(1 / (2 * m l * T)) * x ^ 2) := by
    simp only [weight_eq_prod]
    exact integral_fintype_prod_volume_eq_prod
      (fun (l : Fin d) (x : ℝ) => Real.exp (-(1 / (2 * m l * T)) * x ^ 2))
  -- on the diagonal, only the axis `a` carries a second moment
  have diag : ∀ a l, (∫ x, factor m T a a l x) = (if l = a then T / m l else 1) *
      ∫ x : ℝ, Real.exp (-(1 / (2 * m l * T)) * x ^ 2) := by
    intro a l
    by_cases hl : l = a
    · have e : ∀ x : ℝ, factor m T a a l x =
          1 / m l ^ 2 * (x ^ 2 * Real.exp (-(1 / (2 * m l * T)) * x ^ 2)) := fun x => by
        simp only [factor, if_pos hl]
        ring
      simp only [e]
      rw [if_pos hl, integral_const_mul, (gaussian_moments (hb l)).2, ← mul_assoc]
      congr 1
      have := (hm l).ne'
      field_simp
    · simp only [factor, if_neg hl, one_mul]
  -- off the diagonal, the axis `i` carries an odd moment
  have off : ∀ l, l = i → l ≠ j → (∫ x, factor m T i j l x) = 0 := by
    intro l hi hj
    have e : ∀ x : ℝ, factor m T i j l x =
        1 / m l * (x * Real.exp (-(1 / (2 * m l * T)) * x ^ 2)) := fun x => by
      simp only [factor, if_pos hi, if_neg hj]
      ring
    simp only [e]
    rw [integral_const_mul, (gaussian_moments (hb l)).1, mul_zero]
  rw [h1, h2]
  by_cases hij : i = j
  · subst hij
    rw [if_pos rfl, Finset.prod_congr rfl (fun l _ => diag _ l), Finset.prod_mul_distrib,
      Finset.prod_ite_eq', if_pos (Finset.mem_univ _)]
  · rw [if_neg hij, zero_mul]
    exact Finset.prod_eq_zero (Finset.mem_univ i) (off i rfl hij)
```

In the proof, `h1` and `h2` are the two uses of Fubini's theorem, `off` is the odd moment and `diag` is the second moment. The final case split on `i = j` combines them.

## The velocity average

Division by \(Z>0\) gives

\[
\langle v_iv_j\rangle=\delta_{ij}\frac{T}{m_i}.
\]

The Lean statement says this for every pair of axes `i j`, with the Kronecker symbol written as `if i = j then T / m i else 0`. The existence of an axis already forces \(d\ge1\).

```lean
/-- For positive masses and temperature, the thermal average of `v_i v_j` is `T/m_i` if `i = j`
and zero otherwise. -/
theorem thermalAverage_velocity {m : Fin d → ℝ} {T : ℝ} (hm : ∀ i, 0 < m i) (hT : 0 < T)
    (i j : Fin d) :
    thermalAverage m T (fun k => velocity m k i * velocity m k j) =
      if i = j then T / m i else 0 := by
  simp only [thermalAverage]
  rw [velocity_moment hm hT, mul_div_cancel_right₀ _ (integral_weight hm hT).2.ne']
```

In Boltzmann transport theory with a constant relaxation time, \(\langle v_iv_j\rangle/T\) is the inverse-mass tensor in the conductivity of non-interacting, non-degenerate carriers in one parabolic valley.

## Quadratic observables and the mean energy

Let \(A_{ij}\) be real coefficients, not necessarily symmetric. The average is linear on these integrable products, so

\[
\Big\langle\sum_{i,j}A_{ij}v_iv_j\Big\rangle
=\sum_{i,j}A_{ij}\,\delta_{ij}\frac{T}{m_i}
=T\sum_i\frac{A_{ii}}{m_i}.
\]

```lean
/-- For positive masses and temperature, the thermal average of a quadratic form in the velocity
with coefficients `A i j` is `T ∑ A_ii / m_i`. -/
theorem thermalAverage_quadratic {m : Fin d → ℝ} {T : ℝ} (hm : ∀ i, 0 < m i) (hT : 0 < T)
    (A : Fin d → Fin d → ℝ) :
    thermalAverage m T (fun k => ∑ i, ∑ j, A i j * (velocity m k i * velocity m k j)) =
      T * ∑ i, A i i / m i := by
  have e : ∀ k, (∑ i, ∑ j, A i j * (velocity m k i * velocity m k j)) * weight m T k =
      ∑ i, ∑ j, A i j * (velocity m k i * velocity m k j * weight m T k) := fun k => by
    simp only [Finset.sum_mul, mul_assoc]
  have hI := fun i j => (integrable_velocity hm hT i j).const_mul (A i j)
  have hs : ∀ i, (∫ k, ∑ j, A i j * (velocity m k i * velocity m k j * weight m T k)) =
      A i i * (T / m i) * ∫ k, weight m T k := fun i => by
    rw [MeasureTheory.integral_finsetSum _ (fun j _ => hI i j)]
    simp only [integral_const_mul, velocity_moment hm hT, ite_mul, zero_mul, mul_ite, mul_zero,
      Finset.sum_ite_eq, Finset.mem_univ, ↓reduceIte]
    ring
  simp only [thermalAverage, e]
  rw [MeasureTheory.integral_finsetSum _ (fun i _ => MeasureTheory.integrable_finsetSum _ fun j _ => hI i j),
    Finset.sum_congr rfl (fun i _ => hs i), ← Finset.sum_mul,
    mul_div_cancel_right₀ _ (integral_weight hm hT).2.ne', Finset.mul_sum]
  exact Finset.sum_congr rfl fun i _ => by ring
```

The exchange of sum and integral uses `integrable_velocity` for each term. The fact `hs` carries out the sum over \(j\), in which only \(j=i\) survives.

The energy is itself such a form, because \(k_i=m_iv_i\):

\[
E=\sum_i\frac{m_i}{2}v_i^2,\qquad A_{ij}=\frac{m_i}{2}\delta_{ij}.
\]

Therefore

\[
\langle E\rangle=T\sum_i\frac{1}{m_i}\,\frac{m_i}{2}=\frac{dT}{2}.
\]

This is equipartition for the total energy of a single quadratic valley: the masses drop out, and each axis adds \(T/2\).

```lean
/-- Equipartition: for positive masses and temperature, the mean energy in a `d`-dimensional
valley is `d T / 2`. -/
theorem equipartition {m : Fin d → ℝ} {T : ℝ} (hm : ∀ i, 0 < m i) (hT : 0 < T) :
    thermalAverage m T (energy m) = d * T / 2 := by
  -- the energy is the quadratic form `∑ m_i v_i² / 2`
  have e : energy m = fun k => ∑ i, ∑ j,
      (if i = j then m i / 2 else 0) * (velocity m k i * velocity m k j) := by
    funext k
    simp only [energy, velocity, ite_mul, zero_mul, Finset.sum_ite_eq, Finset.mem_univ,
      ↓reduceIte]
    refine Finset.sum_congr rfl fun i _ => ?_
    have := (hm i).ne'
    field_simp
  have h : ∀ i, (if i = i then m i / 2 else 0) / m i = 1 / 2 := fun i => by
    rw [if_pos rfl]
    have := (hm i).ne'
    field_simp
  rw [e, thermalAverage_quadratic hm hT (fun i j => if i = j then m i / 2 else 0),
    Finset.sum_congr rfl (fun i _ => h i), Finset.sum_const, Finset.card_univ,
    Fintype.card_fin, nsmul_eq_mul]
  ring

end

end ThermalValley
```

Here `e` rewrites the energy as the quadratic form, and `h` evaluates each diagonal term as \(1/2\).

```lean
#print axioms ThermalValley.hasDerivAt_energy
#print axioms ThermalValley.thermalAverage_velocity
#print axioms ThermalValley.equipartition
```

```
'ThermalValley.hasDerivAt_energy' depends on axioms: [propext, Classical.choice, Quot.sound]
'ThermalValley.thermalAverage_velocity' depends on axioms: [propext, Classical.choice, Quot.sound]
'ThermalValley.equipartition' depends on axioms: [propext, Classical.choice, Quot.sound]
```
